# Bounds on the truncated Laplace-transform MP2 energy

## Question

Take finite sets of occupied spin orbitals i, j with energies ε_i, ε_j and virtual ones a, b with energies ε_a, ε_b. For a double excitation x = (i, j, a, b) let g_x be the antisymmetrised two-electron integral ⟨ij||ab⟩ and

D_x = ε_a + ε_b − ε_i − ε_j.

For canonical Hartree–Fock spin orbitals the MP2 correlation energy is E = −¼ Σ_x |g_x|² / D_x, summed over all index quadruples. For D > 0, writing 1/D = ∫₀^∞ exp(−Dt) dt splits the denominator into one exponential per orbital. Let E(T) be the energy obtained when this integral is cut off at T ≥ 0. I believe that the cut replaces 1/D by (1 − exp(−DT))/D, and that for D ≥ m > 0 the energy E(T) is nonincreasing in T with

E ≤ E(T) ≤ (1 − exp(−mT)) E.

How would one state and prove this in Lean 4 with Mathlib?

## Answer

### Modelling choices

The orbital labels are two finite types `O` and `V`, and the orbital energies are arbitrary real functions `eo : O → ℝ` and `ev : V → ℝ`. An excitation is an element of `Double O V`, the product `O × O × V × V`, so `x.1`, `x.2.1`, `x.2.2.1`, `x.2.2.2` are i, j, a, b. The integrals are an arbitrary function `g : Double O V → ℂ`, which enters only through `‖g x‖ ^ 2`. Physically g_x is the antisymmetrised integral ⟨ij||ab⟩, and the prefactor ¼ is the convention that goes with it when i, j, a, b run without ordering restrictions. Antisymmetry is never imposed, since no step uses it. The variable t has the dimension of an inverse energy.

The MP2 formula is taken as the definition `mp2Energy`; its origin in second-order perturbation theory on a Hartree–Fock reference is not part of the file.

The truncated energy is not defined by its closed form. `truncEnergy` is the integral from 0 to T of `laplaceIntegrand`, which is built from the four orbital exponentials in `orbitalFactor`, so the replacement of 1/D is a theorem. Every condition on denominators has the shape `∀ x, g x ≠ 0 → ...` and constrains only the coupled excitations, those with g_x ≠ 0. An excitation whose integral vanishes, by spin or spatial symmetry for instance, may have any denominator, even zero, since Lean sets 0/0 = 0 and the term then drops out.

The estimate bounds the error of cutting the Laplace integral in Laplace-transformed MP2, for a finite orbital basis and with the integral over [0, T] evaluated exactly.

### Derivation by hand

The integrand is

e(t) = −¼ Σ_x |g_x|² exp(ε_i t) exp(ε_j t) exp(−ε_a t) exp(−ε_b t),  E(T) = ∫₀ᵀ e(t) dt.

1. Adding the exponents gives (ε_i + ε_j − ε_a − ε_b) t = −D t, so the four factors multiply to exp(−Dt).

2. For D ≠ 0 the function −exp(−Dt)/D has derivative exp(−Dt), hence

∫₀ᵀ exp(−Dt) dt = (1 − exp(−DT)) / D.

The sum is finite and each term is continuous, so sum and integral commute. Terms with g_x = 0 vanish, and if the others have D_x ≠ 0,

E(T) = −¼ Σ_x |g_x|² (1 − exp(−D_x T)) / D_x.

3. Each term |g_x|² exp(−D_x t) is nonnegative, so e(t) ≤ 0 for all t. For T₁ ≤ T₂,

E(T₂) − E(T₁) = ∫ from T₁ to T₂ of e(t) dt ≤ 0.

No property of the orbital energies enters here.

4. Put w_x = |g_x|² / D_x. Subtracting E = −¼ Σ w_x from the closed form cancels the terms without exponential:

E(T) − E = ¼ Σ_x w_x exp(−D_x T).

If the coupled denominators are positive, then w_x ≥ 0 and E ≤ E(T).

5. For any m, term by term, −¼ w (1 − exp(−mT)) + ¼ w (1 − exp(−DT)) = ¼ w (exp(−mT) − exp(−DT)), so

(1 − exp(−mT)) E − E(T) = ¼ Σ_x w_x (exp(−mT) − exp(−D_x T)).

For D_x ≥ m > 0 and T ≥ 0 one has D_x T ≥ mT, so exp(−D_x T) ≤ exp(−mT), every term is nonnegative, and the upper bound follows.

6. Let T > 0. The sum in step 5 has nonnegative terms, so it is zero only if each term is. A coupled excitation has w_x > 0, which forces exp(−mT) = exp(−D_x T), then D_x T = mT, then D_x = m. Conversely, D_x = m on all coupled excitations makes every term vanish.

7. With D_x > 0 each term of step 4 decays as T → ∞, and there are finitely many, so E(T) → E.

8. If ε_i ≤ h for all occupied orbitals, ε_a ≥ l for all virtual ones and h < l, then D_x ≥ l + l − h − h = 2(l − h) > 0, which serves as m.

### The file

```lean
import Mathlib

open Filter Topology

namespace TruncatedLaplaceMP2

noncomputable section

/-- A double excitation `(i, j, a, b)`: two occupied and two virtual spin-orbital labels. -/
abbrev Double (O V : Type*) := O × O × V × V

variable {O V : Type*} (eo : O → ℝ) (ev : V → ℝ) (g : Double O V → ℂ)

/-- The orbital-energy denominator `D = ε_a + ε_b - ε_i - ε_j`. -/
def denom (x : Double O V) : ℝ :=
  ev x.2.2.1 + ev x.2.2.2 - eo x.1 - eo x.2.1

/-- The product of one exponential per orbital,
`exp(ε_i t) exp(ε_j t) exp(-ε_a t) exp(-ε_b t)`. -/
def orbitalFactor (t : ℝ) (x : Double O V) : ℝ :=
  Real.exp (eo x.1 * t) * Real.exp (eo x.2.1 * t)
    * Real.exp (-(ev x.2.2.1 * t)) * Real.exp (-(ev x.2.2.2 * t))

/-- Laplace factorisation: the product of the four orbital exponentials is `exp(-D t)`. -/
theorem orbitalFactor_eq (t : ℝ) (x : Double O V) :
    orbitalFactor eo ev t x = Real.exp (-(denom eo ev x * t)) := by
  unfold orbitalFactor denom
  simp only [← Real.exp_add]
  congr 1
  ring

/-- The Laplace integral cut at `T`: `∫₀ᵀ exp(-D t) dt = (1 - exp(-D T)) / D` for `D ≠ 0`. -/
theorem integral_trunc (D T : ℝ) (hD : D ≠ 0) :
    (∫ t in (0 : ℝ)..T, Real.exp (-(D * t))) = (1 - Real.exp (-(D * T))) / D := by
  -- the antiderivative is `-exp(-D t) / D`
  have h : ∀ t ∈ Set.uIcc (0 : ℝ) T,
      HasDerivAt (fun t => -Real.exp (-(D * t)) / D) (Real.exp (-(D * t))) t := by
    intro t _
    have h1 : HasDerivAt (fun t : ℝ => -(D * t)) (-D) t :=
      (((hasDerivAt_id' t).const_mul D).fun_neg).congr_deriv (by ring)
    have h2 := (h1.exp.fun_neg).div_const D
    refine h2.congr_deriv ?_
    rw [mul_neg, neg_neg, mul_div_assoc, div_self hD, mul_one]
  have hc : Continuous fun t : ℝ => Real.exp (-(D * t)) := by fun_prop
  rw [intervalIntegral.integral_eq_sub_of_hasDerivAt h (hc.intervalIntegrable _ _)]
  simp only [mul_zero, neg_zero, Real.exp_zero]
  ring

/-- If every excitation with a nonzero integral has a positive denominator, each term
`|g|² / D` is nonnegative. -/
theorem weight_nonneg (h : ∀ x, g x ≠ 0 → 0 < denom eo ev x) (x : Double O V) :
    0 ≤ ‖g x‖ ^ 2 / denom eo ev x := by
  by_cases hx : g x = 0
  · simp [hx]
  · exact div_nonneg (sq_nonneg _) (h x hx).le

variable [Fintype O] [Fintype V]

/-- The spin-orbital MP2 energy `E = -¼ ∑ |g|² / D`, with `g` standing for the antisymmetrised
two-electron integrals. -/
def mp2Energy : ℝ :=
  -(1 / 4) * ∑ x : Double O V, ‖g x‖ ^ 2 / denom eo ev x

/-- The Laplace integrand `-¼ ∑ |g|² exp(ε_i t) exp(ε_j t) exp(-ε_a t) exp(-ε_b t)`. -/
def laplaceIntegrand (t : ℝ) : ℝ :=
  -(1 / 4) * ∑ x : Double O V, ‖g x‖ ^ 2 * orbitalFactor eo ev t x

/-- The truncated energy `E(T)`: the Laplace integrand integrated from `0` to `T`. -/
def truncEnergy (T : ℝ) : ℝ :=
  ∫ t in (0 : ℝ)..T, laplaceIntegrand eo ev g t

/-- Truncation at `T` replaces `1 / D` by `(1 - exp(-D T)) / D` in the MP2 sum, when every
excitation with a nonzero integral has a nonzero denominator. -/
theorem truncEnergy_eq (h : ∀ x, g x ≠ 0 → denom eo ev x ≠ 0) (T : ℝ) :
    truncEnergy eo ev g T = -(1 / 4) * ∑ x : Double O V,
      ‖g x‖ ^ 2 * ((1 - Real.exp (-(denom eo ev x * T))) / denom eo ev x) := by
  -- exchange the finite sum and the integral, one excitation at a time
  have hs : ∀ s : Finset (Double O V),
      (∫ t in (0 : ℝ)..T, ∑ x ∈ s, ‖g x‖ ^ 2 * Real.exp (-(denom eo ev x * t)))
        = ∑ x ∈ s, ∫ t in (0 : ℝ)..T, ‖g x‖ ^ 2 * Real.exp (-(denom eo ev x * t)) := by
    classical
    intro s
    induction s using Finset.induction_on with
    | empty => simp
    | insert a s ha ih =>
      have h1 : IntervalIntegrable
          (fun t : ℝ => ‖g a‖ ^ 2 * Real.exp (-(denom eo ev a * t)))
          MeasureTheory.volume 0 T :=
        Continuous.intervalIntegrable (by fun_prop) _ _
      have h2 : IntervalIntegrable
          (fun t : ℝ => ∑ x ∈ s, ‖g x‖ ^ 2 * Real.exp (-(denom eo ev x * t)))
          MeasureTheory.volume 0 T :=
        Continuous.intervalIntegrable (by fun_prop) _ _
      simp only [Finset.sum_insert ha]
      rw [intervalIntegral.integral_add h1 h2, ih]
  unfold truncEnergy laplaceIntegrand
  simp only [orbitalFactor_eq]
  rw [intervalIntegral.integral_const_mul, hs Finset.univ]
  refine congrArg _ (Finset.sum_congr rfl fun x _ => ?_)
  rw [intervalIntegral.integral_const_mul]
  by_cases hx : g x = 0
  · simp [hx]
  · rw [integral_trunc _ _ (h x hx)]

/-- If every excitation with a nonzero integral has a nonzero denominator, the truncation
error is `E(T) - E = ¼ ∑ (|g|² / D) exp(-D T)`. -/
theorem truncEnergy_sub_mp2 (h : ∀ x, g x ≠ 0 → denom eo ev x ≠ 0) (T : ℝ) :
    truncEnergy eo ev g T - mp2Energy eo ev g = 1 / 4 * ∑ x : Double O V,
      ‖g x‖ ^ 2 / denom eo ev x * Real.exp (-(denom eo ev x * T)) := by
  rw [truncEnergy_eq eo ev g h]
  unfold mp2Energy
  simp only [Finset.mul_sum, ← Finset.sum_sub_distrib]
  exact Finset.sum_congr rfl fun x _ => by ring

/-- If every excitation with a nonzero integral has a nonzero denominator, then for any `m`,
`(1 - exp(-m T)) E - E(T) = ¼ ∑ (|g|² / D) (exp(-m T) - exp(-D T))`. -/
theorem scaled_mp2_sub_truncEnergy (h : ∀ x, g x ≠ 0 → denom eo ev x ≠ 0) (m T : ℝ) :
    (1 - Real.exp (-(m * T))) * mp2Energy eo ev g - truncEnergy eo ev g T
      = 1 / 4 * ∑ x : Double O V, ‖g x‖ ^ 2 / denom eo ev x
          * (Real.exp (-(m * T)) - Real.exp (-(denom eo ev x * T))) := by
  rw [truncEnergy_eq eo ev g h]
  unfold mp2Energy
  simp only [Finset.mul_sum, ← Finset.sum_sub_distrib]
  exact Finset.sum_congr rfl fun x _ => by ring

/-- The truncated energy is nonincreasing in the cut-off `T`, for any orbital energies. -/
theorem truncEnergy_antitone : Antitone (truncEnergy eo ev g) := by
  intro a b hab
  have hc : Continuous fun t => laplaceIntegrand eo ev g t := by
    unfold laplaceIntegrand orbitalFactor
    fun_prop
  -- the integrand is nowhere positive
  have hle : ∀ t, 0 ≤ -laplaceIntegrand eo ev g t := by
    intro t
    have hsum : 0 ≤ ∑ x : Double O V, ‖g x‖ ^ 2 * orbitalFactor eo ev t x :=
      Finset.sum_nonneg fun x _ => by
        rw [orbitalFactor_eq]
        positivity
    unfold laplaceIntegrand
    linarith
  have hadd : (∫ t in (0 : ℝ)..a, laplaceIntegrand eo ev g t)
      + (∫ t in a..b, laplaceIntegrand eo ev g t)
      = ∫ t in (0 : ℝ)..b, laplaceIntegrand eo ev g t :=
    intervalIntegral.integral_add_adjacent_intervals
      (hc.intervalIntegrable 0 a) (hc.intervalIntegrable a b)
  have hneg : 0 ≤ ∫ t in a..b, -laplaceIntegrand eo ev g t :=
    intervalIntegral.integral_nonneg hab fun t _ => hle t
  rw [intervalIntegral.integral_neg] at hneg
  unfold truncEnergy
  linarith

/-- If every excitation with a nonzero integral has a positive denominator, the truncated
energy is never below the MP2 energy. -/
theorem mp2_le_truncEnergy (h : ∀ x, g x ≠ 0 → 0 < denom eo ev x) (T : ℝ) :
    mp2Energy eo ev g ≤ truncEnergy eo ev g T := by
  have key := truncEnergy_sub_mp2 eo ev g (fun x hx => (h x hx).ne') T
  have hsum : 0 ≤ ∑ x : Double O V,
      ‖g x‖ ^ 2 / denom eo ev x * Real.exp (-(denom eo ev x * T)) :=
    Finset.sum_nonneg fun x _ =>
      mul_nonneg (weight_nonneg eo ev g h x) (Real.exp_pos _).le
  linarith

/-- If every excitation with a nonzero integral has `D ≥ m > 0`, the truncated energy is
nonincreasing in `T`, and `E ≤ E(T) ≤ (1 - exp(-m T)) E` for all `T ≥ 0`. -/
theorem truncEnergy_bounds (m : ℝ) (hm : 0 < m) (hD : ∀ x, g x ≠ 0 → m ≤ denom eo ev x) :
    Antitone (truncEnergy eo ev g) ∧ ∀ T, 0 ≤ T →
      mp2Energy eo ev g ≤ truncEnergy eo ev g T ∧
      truncEnergy eo ev g T ≤ (1 - Real.exp (-(m * T))) * mp2Energy eo ev g := by
  have hpos : ∀ x, g x ≠ 0 → 0 < denom eo ev x := fun x hx => hm.trans_le (hD x hx)
  refine ⟨truncEnergy_antitone eo ev g, fun T hT => ⟨mp2_le_truncEnergy eo ev g hpos T, ?_⟩⟩
  have key := scaled_mp2_sub_truncEnergy eo ev g (fun x hx => (hpos x hx).ne') m T
  -- each term is nonnegative because `exp(-D T) ≤ exp(-m T)`
  have hsum : 0 ≤ ∑ x : Double O V, ‖g x‖ ^ 2 / denom eo ev x
      * (Real.exp (-(m * T)) - Real.exp (-(denom eo ev x * T))) := by
    refine Finset.sum_nonneg fun x _ => ?_
    by_cases hx : g x = 0
    · simp [hx]
    · exact mul_nonneg (weight_nonneg eo ev g hpos x) (sub_nonneg.2 (Real.exp_le_exp.2
        (neg_le_neg (mul_le_mul_of_nonneg_right (hD x hx) hT))))
  linarith

/-- Under `D ≥ m > 0` and for `T > 0`, the equality `E(T) = (1 - exp(-m T)) E` holds exactly
when every excitation with a nonzero integral has `D = m`. -/
theorem truncEnergy_eq_upper_iff (m T : ℝ) (hm : 0 < m) (hT : 0 < T)
    (hD : ∀ x, g x ≠ 0 → m ≤ denom eo ev x) :
    truncEnergy eo ev g T = (1 - Real.exp (-(m * T))) * mp2Energy eo ev g
      ↔ ∀ x, g x ≠ 0 → denom eo ev x = m := by
  have hpos : ∀ x, g x ≠ 0 → 0 < denom eo ev x := fun x hx => hm.trans_le (hD x hx)
  have key := scaled_mp2_sub_truncEnergy eo ev g (fun x hx => (hpos x hx).ne') m T
  have hnn : ∀ x ∈ (Finset.univ : Finset (Double O V)), 0 ≤ ‖g x‖ ^ 2 / denom eo ev x
      * (Real.exp (-(m * T)) - Real.exp (-(denom eo ev x * T))) := by
    intro x _
    by_cases hx : g x = 0
    · simp [hx]
    · exact mul_nonneg (weight_nonneg eo ev g hpos x) (sub_nonneg.2 (Real.exp_le_exp.2
        (neg_le_neg (mul_le_mul_of_nonneg_right (hD x hx) hT.le))))
  constructor
  · intro he x hx
    -- a vanishing sum of nonnegative terms vanishes term by term
    have h0 : ∑ x : Double O V, ‖g x‖ ^ 2 / denom eo ev x
        * (Real.exp (-(m * T)) - Real.exp (-(denom eo ev x * T))) = 0 := by linarith
    have h1 : ‖g x‖ ^ 2 / denom eo ev x
        * (Real.exp (-(m * T)) - Real.exp (-(denom eo ev x * T))) = 0 :=
      (Finset.sum_eq_zero_iff_of_nonneg hnn).1 h0 x (Finset.mem_univ x)
    have hw : 0 < ‖g x‖ ^ 2 / denom eo ev x :=
      div_pos (pow_pos (norm_pos_iff.2 hx) 2) (hpos x hx)
    have h2 := (mul_eq_zero.1 h1).resolve_left hw.ne'
    have h3 : -(m * T) = -(denom eo ev x * T) := Real.exp_injective (sub_eq_zero.1 h2)
    have h4 : denom eo ev x * T = m * T := by linarith
    exact mul_right_cancel₀ hT.ne' h4
  · intro h
    have h0 : ∑ x : Double O V, ‖g x‖ ^ 2 / denom eo ev x
        * (Real.exp (-(m * T)) - Real.exp (-(denom eo ev x * T))) = 0 := by
      refine Finset.sum_eq_zero fun x _ => ?_
      by_cases hx : g x = 0
      · simp [hx]
      · rw [h x hx, sub_self, mul_zero]
    linarith

/-- If every excitation with a nonzero integral has a positive denominator, the truncated
energy tends to the MP2 energy as `T → ∞`. -/
theorem truncEnergy_tendsto (h : ∀ x, g x ≠ 0 → 0 < denom eo ev x) :
    Tendsto (truncEnergy eo ev g) atTop (𝓝 (mp2Energy eo ev g)) := by
  -- every term of the truncation error decays
  have hterm : ∀ x : Double O V, Tendsto
      (fun T : ℝ => ‖g x‖ ^ 2 / denom eo ev x * Real.exp (-(denom eo ev x * T)))
      atTop (𝓝 0) := by
    intro x
    by_cases hx : g x = 0
    · refine Filter.Tendsto.congr (fun T => ?_) tendsto_const_nhds
      simp [hx]
    · have ha : Tendsto (fun T : ℝ => denom eo ev x * T) atTop atTop :=
        Tendsto.const_mul_atTop (h x hx) tendsto_id
      have hb := Real.tendsto_exp_neg_atTop_nhds_zero.comp ha
      have hc := hb.const_mul (‖g x‖ ^ 2 / denom eo ev x)
      rw [mul_zero] at hc
      exact hc
  -- so does any finite sum of such terms
  have h1 : ∀ s : Finset (Double O V), Tendsto (fun T : ℝ => ∑ x ∈ s,
      ‖g x‖ ^ 2 / denom eo ev x * Real.exp (-(denom eo ev x * T))) atTop (𝓝 0) := by
    classical
    intro s
    induction s using Finset.induction_on with
    | empty =>
      simp only [Finset.sum_empty]
      exact tendsto_const_nhds
    | insert a s ha ih =>
      have hadd := (hterm a).add ih
      rw [add_zero] at hadd
      simp only [Finset.sum_insert ha]
      exact hadd
  have h2 := ((h1 Finset.univ).const_mul (1 / 4 : ℝ)).const_add (mp2Energy eo ev g)
  rw [mul_zero, add_zero] at h2
  have hf : truncEnergy eo ev g = fun T : ℝ => mp2Energy eo ev g + 1 / 4 * ∑ x : Double O V,
      ‖g x‖ ^ 2 / denom eo ev x * Real.exp (-(denom eo ev x * T)) := by
    funext T
    have key := truncEnergy_sub_mp2 eo ev g (fun x hx => (h x hx).ne') T
    linarith
  rw [hf]
  exact h2

/-- If occupied energies are at most `homo`, virtual energies at least `lumo` and
`homo < lumo`, then `E ≤ E(T) ≤ (1 - exp(-2 (lumo - homo) T)) E` for `T ≥ 0`. -/
theorem truncEnergy_bounds_of_gap (homo lumo T : ℝ) (hgap : homo < lumo)
    (ho : ∀ i, eo i ≤ homo) (hv : ∀ a, lumo ≤ ev a) (hT : 0 ≤ T) :
    mp2Energy eo ev g ≤ truncEnergy eo ev g T ∧
      truncEnergy eo ev g T
        ≤ (1 - Real.exp (-(2 * (lumo - homo) * T))) * mp2Energy eo ev g := by
  have hm : 0 < 2 * (lumo - homo) := by linarith
  have hD : ∀ x, g x ≠ 0 → 2 * (lumo - homo) ≤ denom eo ev x := by
    intro x _
    unfold denom
    linarith [ho x.1, ho x.2.1, hv x.2.2.1, hv x.2.2.2]
  exact (truncEnergy_bounds eo ev g _ hm hD).2 T hT

end

end TruncatedLaplaceMP2
```

```lean
#print axioms TruncatedLaplaceMP2.truncEnergy_bounds
#print axioms TruncatedLaplaceMP2.truncEnergy_eq_upper_iff
#print axioms TruncatedLaplaceMP2.truncEnergy_tendsto
#print axioms TruncatedLaplaceMP2.truncEnergy_bounds_of_gap
```

```
'TruncatedLaplaceMP2.truncEnergy_bounds' depends on axioms: [propext, Classical.choice, Quot.sound]
'TruncatedLaplaceMP2.truncEnergy_eq_upper_iff' depends on axioms: [propext, Classical.choice, Quot.sound]
'TruncatedLaplaceMP2.truncEnergy_tendsto' depends on axioms: [propext, Classical.choice, Quot.sound]
'TruncatedLaplaceMP2.truncEnergy_bounds_of_gap' depends on axioms: [propext, Classical.choice, Quot.sound]
```

### Remarks

**The statements in words.** `truncEnergy_eq` is the closed form of step 2, valid for every real T once coupled denominators are nonzero. `truncEnergy_bounds` is the claim of the question: given `0 < m` and `m ≤ denom eo ev x` for every coupled x, the function `truncEnergy eo ev g` is `Antitone`, and both inequalities hold for each T with `0 ≤ T`. `Antitone` means nonincreasing, not strictly decreasing, and refers to all real T, with the integral oriented for T < 0. The components need less than the combined theorem asks: `truncEnergy_antitone` has no hypothesis on the energies, and `mp2_le_truncEnergy` needs only positive coupled denominators and holds for every real T. `truncEnergy_eq_upper_iff` is step 6, `truncEnergy_tendsto` is step 7, and `truncEnergy_bounds_of_gap` gives the two inequalities with m = 2(`lumo` − `homo`). There `homo` and `lumo` are any upper bound of the occupied and lower bound of the virtual energies with `homo < lumo`; they need not be attained.

**The proof against the steps.** `orbitalFactor_eq` merges the exponentials with `Real.exp_add` and compares exponents by `ring`, which is step 1. `integral_trunc` shows in `h` that −exp(−Dt)/D is an antiderivative and applies `intervalIntegral.integral_eq_sub_of_hasDerivAt`. In `truncEnergy_eq`, `hs` exchanges sum and integral by induction on the set of excitations, with integrability from continuity; each term is then treated by cases, g_x = 0 or `integral_trunc`.

`truncEnergy_antitone` is step 3: `hle` is e(t) ≤ 0, `hadd` splits the integral over [0, b] at a, and `hneg` gives the sign of the part from a to b. The identities of steps 4 and 5 are `truncEnergy_sub_mp2` and `scaled_mp2_sub_truncEnergy`; both insert the closed form, combine the sums into one and check a single term by `ring`. `weight_nonneg` supplies w_x ≥ 0. The two inequalities then follow one pattern, with the identity as `key`, the nonnegativity of the sum as `hsum`, and `linarith` to conclude. In the upper bound, `mul_le_mul_of_nonneg_right` turns m ≤ D into mT ≤ DT, the one place where T ≥ 0 is used, and `Real.exp_le_exp` transfers this to the exponentials.

For the equality case `Finset.sum_eq_zero_iff_of_nonneg` isolates a term, `hw` is w_x > 0, `Real.exp_injective` removes the exponential and `mul_right_cancel₀` cancels T. For the limit, `hterm` is the decay of one term, `h1` extends it to finite sums by induction, and `hf` writes E(T) as E plus the error of step 4. The gap corollary checks step 8 by `linarith` and calls `truncEnergy_bounds`.

**Dropping hypotheses.** If all coupled excitations share one negative D and at least one exists, step 4 gives E(T) − E < 0 for every T, so the lower bound fails. For T < 0, under D ≥ m > 0, the differences exp(−mT) − exp(−D_x T) are nonpositive, and a single coupled excitation with D_x > m breaks the upper bound. At T = 0 both sides of the upper bound are zero whatever the denominators, so the equality criterion has to exclude T = 0. A coupled excitation with D_x = 0 contributes −¼ |g_x|² T to the integral, while Lean's division by zero makes its term in the closed form zero, so `truncEnergy_eq` has to exclude this case.

**What is left out.** The orbital sets are finite, the lower bound m or the gap is assumed and not derived from a Hamiltonian, and the replacement of the integral by a quadrature sum, with its own error, is not treated. One consequence has no theorem of its own in the file and is obtained here by hand: the bounds at T = 0 give E ≤ 0, and subtracting E from both inequalities yields

0 ≤ E(T) − E ≤ exp(−mT) |E|,

so for E ≠ 0 the relative truncation error is at most exp(−mT).
